# A two-level state that satisfies the virial relation 2⟨T⟩ + ⟨V⟩ = 0 and is not an eigenstate of T + V

On ℂ², take the kinetic operator T = diag(1, 3) and the potential operator V = −2T. Every vector ψ then satisfies

    2⟨ψ, Tψ⟩ + ⟨ψ, Vψ⟩ = 0,

while the unit vector (1, 1)/√2 is not an eigenvector of the Hamiltonian H = T + V. In any finite dimension the relation holds for all vectors exactly when V = −2T. For diagonal T with that V, a vector with amplitude on two levels of different kinetic energy satisfies the relation and is not an eigenvector of H.

The relation is the one that the virial theorem gives for a bound stationary state of an isolated non-relativistic system of Coulomb particles, where the factor 2 reflects that kinetic energy scales as the inverse square of a length and Coulomb energy as its inverse first power. The virial theorem itself, which leads from an eigenstate to the relation by a change of length scale, plays no part below. The fixed matrices used here contain no length to rescale, so V = −2T is postulated as a stand-in that enforces the Coulomb ratio −⟨V⟩/⟨T⟩ = 2, and the result concerns the reverse inference, from the relation to an eigenstate. In electronic-structure work the virial ratio of an approximate wavefunction can be computed as a consistency check; this finite matrix example, in which V is a multiple of T by construction, shows that the scalar relation taken by itself does not imply the eigenvalue equation.

## States, expectation values and the virial defect

The levels are labelled by a finite index set `n`. A state is a column of complex amplitudes ψ(k), one for each level k, and an operator is a complex square matrix with entries A(k, l). The standard basis is taken as orthonormal.

```lean
import Mathlib

open Matrix

namespace VirialNotSufficient

noncomputable section

variable {n : Type*} [Fintype n] [DecidableEq n]
```

The inner product is antilinear in its first argument, and the expectation value of A in ψ is

    ⟨ψ, Aψ⟩ = Σₖ Σₗ ψ(k)* A(k, l) ψ(l),

where the asterisk denotes complex conjugation. In Lean, `star ψ` conjugates every component, `A *ᵥ ψ` applies the matrix to the column, and `⬝ᵥ` is the plain sum of products.

```lean
/-- The expectation value ⟨ψ, A ψ⟩ of the operator `A` in the (not necessarily normalised) state `ψ`. -/
def expect (A : Matrix n n ℂ) (ψ : n → ℂ) : ℂ := star ψ ⬝ᵥ A *ᵥ ψ
```

The value is not divided by ⟨ψ, ψ⟩, so it equals the physical expectation value ⟨ψ, Aψ⟩/⟨ψ, ψ⟩ for a unit vector and, unless it vanishes, differs from it for other non-zero vectors; it is multiplied by |c|² when ψ is multiplied by a complex number c. It is a complex number, because A is not required to be Hermitian. The virial defect D is the amount by which the relation fails:

    D(T, V, ψ) = 2⟨ψ, Tψ⟩ + ⟨ψ, Vψ⟩.

```lean
/-- The virial defect 2⟨ψ, T ψ⟩ + ⟨ψ, V ψ⟩ for kinetic operator `T` and potential operator `V`. -/
def virialDefect (T V : Matrix n n ℂ) (ψ : n → ℂ) : ℂ := 2 * expect T ψ + expect V ψ
```

The defect also scales with |c|², so for a non-zero vector the condition D = 0 is the same before and after normalisation. An eigenstate of H is a non-zero ψ for which some number E gives

    Hψ = Eψ.

```lean
/-- `ψ` is an eigenstate of `H`: it is non-zero and H ψ = E ψ for some number E. -/
def IsEigenstate (H : Matrix n n ℂ) (ψ : n → ℂ) : Prop := ψ ≠ 0 ∧ ∃ E : ℂ, H *ᵥ ψ = E • ψ
```

The condition `ψ ≠ 0` excludes the zero vector, which satisfies the equation for every E. The eigenvalue ranges over all complex numbers, so `¬ IsEigenstate H ψ` for a non-zero ψ rules out complex as well as real E.

## The two-level system

Lean numbers the two levels 0 and 1. The kinetic operator T₀ has the entry 1 on level 0 and 3 on level 1, in an arbitrary unit of energy.

    T₀ = diag(1, 3)

```lean
/-- The two-level kinetic operator T = diag(1, 3). -/
def T₀ : Matrix (Fin 2) (Fin 2) ℂ := diagonal ![1, 3]
```

The potential operator is fixed by the postulate.

    V₀ = −2T₀ = diag(−2, −6)

```lean
/-- The two-level potential operator V = -2T. -/
def V₀ : Matrix (Fin 2) (Fin 2) ℂ := (-2 : ℂ) • T₀
```

The test state has the same real amplitude on both levels.

    ψ₀(0) = ψ₀(1) = 1/√2

```lean
/-- The equal-weight superposition (1, 1)/√2. -/
def ψ₀ : Fin 2 → ℂ := fun _ => (((Real.sqrt 2)⁻¹ : ℝ) : ℂ)
```

Direct arithmetic gives ⟨ψ₀, T₀ψ₀⟩ = (1 + 3)/2 = 2 and ⟨ψ₀, V₀ψ₀⟩ = −4, so the defect is 4 − 4 = 0. On the other hand

    (T₀ + V₀)ψ₀ = −(1, 3)/√2,

whose components stand in the ratio 1 : 3 where those of ψ₀ stand in the ratio 1 : 1. The steps below establish both facts in general dimension and return to this example at the end.

## An operator with vanishing expectation value in every state is zero

Let q(ψ) = ⟨ψ, Aψ⟩ and suppose q(ψ) = 0 for all ψ. The letter I denotes the imaginary unit, as in Lean's `Complex.I`, which leaves i and j free for levels. For any two vectors x and y, expanding the form gives

    q(x + y) = q(x) + ⟨x, Ay⟩ + ⟨y, Ax⟩ + q(y),

    q(x + Iy) = q(x) + I⟨x, Ay⟩ − I⟨y, Ax⟩ − I² q(y).

The minus signs come from the conjugate −I that the first argument contributes. All four values of q vanish, which leaves

    ⟨x, Ay⟩ + ⟨y, Ax⟩ = 0,

    I (⟨x, Ay⟩ − ⟨y, Ax⟩) = 0.

Dividing the second equation by I and taking half the sum of the two gives ⟨x, Ay⟩ = 0. For the basis vectors x = eᵢ and y = eⱼ this amplitude is the entry A(i, j), so A = 0.

```lean
/-- An operator on a complex space whose expectation value vanishes in every state is zero. -/
theorem eq_zero_of_expect_eq_zero (A : Matrix n n ℂ) (h : ∀ ψ, expect A ψ = 0) : A = 0 := by
  -- all transition amplitudes vanish, by polarisation with x + y and x + i y
  have hpol : ∀ x y : n → ℂ, star x ⬝ᵥ A *ᵥ y = 0 := by
    intro x y
    have hx := h x
    have hy := h y
    have h1 := h (x + y)
    have h2 := h (x + Complex.I • y)
    simp only [expect, star_add, star_smul, Matrix.mulVec_add, Matrix.mulVec_smul,
      add_dotProduct, dotProduct_add, smul_dotProduct, dotProduct_smul, smul_eq_mul,
      Complex.star_def, Complex.conj_I] at hx hy h1 h2
    have h3 : Complex.I * (star x ⬝ᵥ A *ᵥ y - star y ⬝ᵥ A *ᵥ x) = 0 := by
      linear_combination h2 - hx + Complex.I ^ 2 * hy
    have h4 : star x ⬝ᵥ A *ᵥ y - star y ⬝ᵥ A *ᵥ x = 0 :=
      (mul_eq_zero.mp h3).resolve_left Complex.I_ne_zero
    linear_combination (1 / 2 : ℂ) * (h1 + h4 - hx - hy)
  -- the entry A i j is the amplitude between basis vectors i and j
  ext i j
  have hij := hpol (Pi.single i 1) (Pi.single j 1)
  have hstar : star (Pi.single i 1 : n → ℂ) = Pi.single i 1 := by
    ext k
    by_cases hk : k = i <;> simp [hk]
  rw [hstar, single_dotProduct, one_mul] at hij
  simpa [Matrix.mulVec, dotProduct, Pi.single_apply] using hij
```

The hypotheses `hx`, `hy`, `h1` and `h2` are the four vanishing values, and the `simp only` call performs the two expansions. The step `h3` subtracts q(x) from the second expansion and adds I² q(y), which is the term `Complex.I ^ 2 * hy`. Then `h4` cancels the non-zero factor I, and the last `linear_combination` is the half-sum. The basis vector eᵢ is `Pi.single i 1`, and `hstar` records that it is real. Hermiticity of A enters nowhere; the argument rests on the availability of the complex superposition x + Iy.

## The relation holds in every state exactly when V = −2T

The expectation value is linear in the operator, so

    D(T, V, ψ) = ⟨ψ, (2T + V)ψ⟩.

If D vanishes for every ψ, the previous result applied to A = 2T + V gives 2T + V = 0. Conversely, if V = −2T, then

    D = 2⟨ψ, Tψ⟩ − 2⟨ψ, Tψ⟩ = 0

for every ψ.

```lean
/-- The virial relation 2⟨T⟩ + ⟨V⟩ = 0 holds in every state exactly when V = -2T. -/
theorem virial_all_states_iff (T V : Matrix n n ℂ) :
    (∀ ψ, virialDefect T V ψ = 0) ↔ V = (-2 : ℂ) • T := by
  constructor
  · intro h
    -- the defect is the expectation value of 2T + V
    have h0 : (2 : ℂ) • T + V = 0 := by
      apply eq_zero_of_expect_eq_zero
      intro ψ
      have hψ := h ψ
      simp only [virialDefect, expect] at hψ
      simp only [expect, Matrix.add_mulVec, Matrix.smul_mulVec, dotProduct_add,
        dotProduct_smul, smul_eq_mul]
      exact hψ
    rw [neg_smul]
    exact eq_neg_of_add_eq_zero_right h0
  · rintro rfl ψ
    simp only [virialDefect, expect, Matrix.smul_mulVec, dotProduct_smul, smul_eq_mul]
    ring
```

The theorem `virial_all_states_iff` holds for arbitrary complex matrices T and V of the same finite size. In the forward direction `h0` is the operator identity 2T + V = 0, obtained from `eq_zero_of_expect_eq_zero` after linearity has turned the expectation value of 2T + V into the defect. In the backward direction `rintro rfl ψ` substitutes −2T for V, and `ring` carries out the cancellation. The equivalence locates the model: among finite complex matrices, V = −2T is precisely the case in which the relation places no condition on ψ.

## For V = −2T, the Hamiltonian T + V has the eigenstates of T

With V = −2T the Hamiltonian is

    H = T − 2T = −T.

If −Tψ = Eψ then Tψ = (−E)ψ, and if Tψ = Eψ then −Tψ = (−E)ψ. The two operators have the same eigenstates, with eigenvalues of opposite sign.

```lean
omit [DecidableEq n] in
/-- For V = -2T, the eigenstates of the Hamiltonian T + V are exactly the eigenstates of T. -/
theorem eigenstate_hamiltonian_iff (T : Matrix n n ℂ) (ψ : n → ℂ) :
    IsEigenstate (T + (-2 : ℂ) • T) ψ ↔ IsEigenstate T ψ := by
  have hH : T + (-2 : ℂ) • T = -T := by module
  rw [hH]
  constructor
  · rintro ⟨h0, E, hE⟩
    refine ⟨h0, -E, ?_⟩
    rw [Matrix.neg_mulVec] at hE
    rw [neg_smul, ← hE, neg_neg]
  · rintro ⟨h0, E, hE⟩
    refine ⟨h0, -E, ?_⟩
    rw [Matrix.neg_mulVec, hE, neg_smul]
```

The identity `hH` is H = −T, and each direction supplies `-E` as the new eigenvalue. The statement records the equivalence of the two eigenstate properties for any T; the sign of the eigenvalue appears only inside the proof. The identity H = −T also shows how far the model is from a Coulomb Hamiltonian, since here kinetic and potential energy commute and share all eigenvectors.

## A superposition of two different levels is not an eigenstate

Let T = diag(t), with the entry t(k) on level k. Suppose t(i) ≠ t(j) for two levels i and j, and ψ(i) ≠ 0, ψ(j) ≠ 0. If Tψ = Eψ held, its components i and j would read

    t(i) ψ(i) = E ψ(i),

    t(j) ψ(j) = E ψ(j).

Cancelling the non-zero amplitudes gives t(i) = E = t(j), which contradicts the assumption.

```lean
/-- A state with non-zero amplitude on two levels with different diagonal entries is not an
eigenstate of the diagonal operator diag(t). -/
theorem not_eigenstate_diagonal (t ψ : n → ℂ) (i j : n) (hij : t i ≠ t j)
    (hi : ψ i ≠ 0) (hj : ψ j ≠ 0) : ¬ IsEigenstate (diagonal t) ψ := by
  rintro ⟨_, E, hE⟩
  -- components i and j of the eigenvalue equation give t i = E = t j
  have h1 := congrFun hE i
  have h2 := congrFun hE j
  simp only [Matrix.mulVec_diagonal, Pi.smul_apply, smul_eq_mul] at h1 h2
  exact hij ((mul_right_cancel₀ hi h1).trans (mul_right_cancel₀ hj h2).symm)
```

The two uses of `congrFun` extract the components, `Matrix.mulVec_diagonal` evaluates the left-hand sides, and `mul_right_cancel₀` cancels ψ(i) and ψ(j). The amplitudes on the remaining levels are unrestricted. The entries t(k) are complex numbers, so real non-negative kinetic energies are a special case. The hypothesis `hij` forces i and j to be different levels, so the statement has content from dimension two upwards.

## Virial relation satisfied, eigenvalue equation violated

The last three results combine. For T = diag(t), V = −2T and ψ as above,

    D(T, V, ψ) = 0 and there is no E with (T + V)ψ = Eψ.

The first part is the backward direction of the equivalence for the defect. The second follows because an eigenstate of T + V would be an eigenstate of T.

```lean
/-- For T = diag(t) and V = -2T in any finite dimension, a state with non-zero amplitude on two
levels of different kinetic energy satisfies the virial relation and is not an eigenstate
of T + V. -/
theorem virial_without_eigenstate (t ψ : n → ℂ) (i j : n) (hij : t i ≠ t j)
    (hi : ψ i ≠ 0) (hj : ψ j ≠ 0) :
    virialDefect (diagonal t) ((-2 : ℂ) • diagonal t) ψ = 0 ∧
      ¬ IsEigenstate (diagonal t + (-2 : ℂ) • diagonal t) ψ := by
  refine ⟨(virial_all_states_iff _ _).mpr rfl ψ, ?_⟩
  rw [eigenstate_hamiltonian_iff]
  exact not_eigenstate_diagonal t ψ i j hij hi hj
```

The term `(virial_all_states_iff _ _).mpr rfl ψ` gives the vanishing defect, where `rfl` certifies that the potential is literally −2T. The rewrite with `eigenstate_hamiltonian_iff` passes from T + V to T, and `not_eigenstate_diagonal` finishes. Diagonal form is a hypothesis: ψ is described by its amplitudes in a basis in which T is already diagonal, and no diagonalisation is carried out.

## All states are eigenstates only when all levels coincide

For T = diag(t) and V = −2T every vector satisfies the relation, so the relation implies the eigenvalue equation for non-zero vectors exactly when every non-zero vector is an eigenstate of T + V. This happens if and only if

    t(i) = t(j) for all levels i and j.

Suppose first that every non-zero vector is an eigenstate and that t(i) ≠ t(j) for some pair. The vector with ψ(k) = 1 on all levels is non-zero and has amplitude on both i and j, so the previous theorem denies that it is an eigenstate. Its normalised form has the amplitude 1/√N on each of the N levels, and for N = 2 it is ψ₀. Suppose conversely that all entries agree, and pick any level i. For each k,

    (Tψ)(k) = t(k) ψ(k) = t(i) ψ(k),

so Tψ = t(i)ψ, and ψ is an eigenstate of T and hence of T + V.

```lean
/-- For T = diag(t) and V = -2T, every non-zero state is an eigenstate of T + V if and only if
all diagonal entries of T are equal. -/
theorem all_eigenstates_iff (t : n → ℂ) :
    (∀ ψ : n → ℂ, ψ ≠ 0 → IsEigenstate (diagonal t + (-2 : ℂ) • diagonal t) ψ) ↔
      ∀ i j, t i = t j := by
  constructor
  · intro h i j
    by_contra hij
    -- test with the state of equal amplitudes
    have hne : (fun _ : n => (1 : ℂ)) ≠ 0 := fun h0 => one_ne_zero (congrFun h0 i)
    exact (virial_without_eigenstate t (fun _ => 1) i j hij one_ne_zero one_ne_zero).2
      (h _ hne)
  · intro h ψ hψ
    rw [eigenstate_hamiltonian_iff]
    obtain ⟨i, -⟩ := Function.ne_iff.mp hψ
    refine ⟨hψ, t i, ?_⟩
    ext k
    rw [Matrix.mulVec_diagonal, Pi.smul_apply, smul_eq_mul, h k i]
```

The first branch assumes t(i) ≠ t(j) through `by_contra hij` and applies `virial_without_eigenstate` to the constant vector `fun _ => 1`. The second branch needs a level in order to name the eigenvalue, and `Function.ne_iff` supplies one from ψ ≠ 0. With a single level both sides of the equivalence are true. With no levels there is no non-zero vector and no pair of indices, and both sides hold vacuously. In the remaining cases where the right side holds, T is a multiple of the identity matrix.

## The case T = diag(1, 3)

Three statements are collected for the two-level system. The defect vanishes for every ψ because V₀ = −2T₀. The state ψ₀ is normalised:

    ⟨ψ₀, ψ₀⟩ = (1/√2)(1/√2) + (1/√2)(1/√2) = 1/2 + 1/2 = 1.

And ψ₀ is not an eigenstate of T₀ + V₀, by the general theorem with i = 0, j = 1, t(0) = 1 ≠ 3 = t(1) and both amplitudes equal to 1/√2 ≠ 0.

```lean
/-- For T = diag(1, 3) and V = -2T every state satisfies 2⟨T⟩ + ⟨V⟩ = 0, yet the normalised
state (1, 1)/√2 is not an eigenstate of T + V. -/
theorem virial_not_sufficient :
    (∀ ψ, virialDefect T₀ V₀ ψ = 0) ∧ star ψ₀ ⬝ᵥ ψ₀ = 1 ∧ ¬ IsEigenstate (T₀ + V₀) ψ₀ := by
  have hs : (0 : ℝ) < Real.sqrt 2 := Real.sqrt_pos.mpr (by norm_num)
  have hne : ∀ i, ψ₀ i ≠ 0 := fun _ => Complex.ofReal_ne_zero.mpr (inv_ne_zero hs.ne')
  refine ⟨(virial_all_states_iff _ _).mpr rfl, ?_, ?_⟩
  · -- each amplitude has squared modulus 1/2
    have hr : (Real.sqrt 2)⁻¹ * (Real.sqrt 2)⁻¹ + (Real.sqrt 2)⁻¹ * (Real.sqrt 2)⁻¹
        = (1 : ℝ) := by
      rw [← mul_inv, Real.mul_self_sqrt (by norm_num)]
      norm_num
    simp only [dotProduct, Fin.sum_univ_two, Pi.star_apply, ψ₀, Complex.star_def,
      Complex.conj_ofReal]
    rw [← Complex.ofReal_mul, ← Complex.ofReal_add, hr, Complex.ofReal_one]
  · have h13 : (![1, 3] : Fin 2 → ℂ) 0 ≠ (![1, 3] : Fin 2 → ℂ) 1 := by
      show (1 : ℂ) ≠ 3
      norm_num
    exact (virial_without_eigenstate ![1, 3] ψ₀ 0 1 h13 (hne 0) (hne 1)).2

end

end VirialNotSufficient
```

```lean
#print axioms VirialNotSufficient.virial_without_eigenstate
#print axioms VirialNotSufficient.all_eigenstates_iff
#print axioms VirialNotSufficient.virial_not_sufficient
```

```
'VirialNotSufficient.virial_without_eigenstate' depends on axioms: [propext, Classical.choice, Quot.sound]
'VirialNotSufficient.all_eigenstates_iff' depends on axioms: [propext, Classical.choice, Quot.sound]
'VirialNotSufficient.virial_not_sufficient' depends on axioms: [propext, Classical.choice, Quot.sound]
```

The conclusion of `virial_not_sufficient` is the conjunction of these three statements, with `star ψ₀ ⬝ᵥ ψ₀ = 1` as the normalisation. Since ψ₀ has norm one, it fails to be an eigenstate because no E exists and not because it is the zero vector. The step `hne` shows that the amplitudes are non-zero, using √2 > 0. The step `hr` is the squared norm computed in the real numbers, from √2 · √2 = 2, and the following lines carry it over to ℂ. The step `h13` is the inequality of the two diagonal entries.

## Small systems in which a hypothesis fails

The examples below are plain arithmetic with no Lean theorem behind them.

Equal levels: for T = diag(1, 1) and V = −2T, the state (1, 1)/√2 has both amplitudes non-zero, and (T + V)ψ = −ψ makes it an eigenstate with E = −1.

A vanishing amplitude: for T = diag(1, 3) and V = −2T the levels differ, but ψ = (1, 0) has ψ(1) = 0 and is an eigenstate of T + V with E = −1.

A non-diagonal T: let T have rows (2, 2) and (2, 5). The diagonal entries differ and ψ = (1, 2)/√5 has both amplitudes non-zero, yet

    Tψ = (6, 12)/√5 = 6ψ,

so ψ is an eigenstate of T + V = −T with E = −6.

Real vectors only: let A be the Hermitian matrix with rows (0, −I) and (I, 0). For real x,

    ⟨x, Ax⟩ = −I x(0) x(1) + I x(1) x(0) = 0,

although A ≠ 0. With V = −2T + A the defect vanishes for every real vector while V ≠ −2T. For Hermitian T this V is Hermitian. The complex unit vector (1, I)/√2 detects the difference, since its expectation value of A equals 1. The example relies on 2T + V not being real symmetric: if T and V are both real symmetric, a defect that vanishes for all real vectors already gives V = −2T.
